# Scaling of the Coulomb and diamagnetic acceleration with magnetic field strength

The theorem `accel_smul` concerns a classical electron attracted by a fixed nucleus of unit charge in a uniform magnetic field B along the third axis, in atomic units. The motion is described in the frame rotating about that axis at the Larmor frequency, where the velocity-dependent magnetic force is cancelled and a diamagnetic acceleration −(B²/4)(x, y, 0) remains beside the Coulomb one. If c > 0 and c³k² = 1, the acceleration at position c**r** in the field kB is ck² times the acceleration at **r** in the field B. The physical content is for **r** ≠ 0; at the nucleus Lean gives 1/0 the value 0, and both sides of the formal statement are zero because **r** is. The attempt rewrites the inverse cube of the stretched distance as k² times the original one, then checks the three components with `simp` and `ring`.

The failing Lean file:

```lean
import Mathlib

noncomputable section

namespace DiamagneticKepler

/-- Distance of the electron from the nucleus. -/
def radius (r : Fin 3 → ℝ) : ℝ := √(r 0 ^ 2 + r 1 ^ 2 + r 2 ^ 2)

/-- Coulomb plus diamagnetic acceleration in atomic units, for a field `B` along the third axis
and a position `r ≠ 0`. -/
def accel (B : ℝ) (r : Fin 3 → ℝ) : Fin 3 → ℝ :=
  (-(1 / radius r ^ 3)) • r - (B ^ 2 / 4) • ![r 0, r 1, 0]

/-- Stretching the position by `c ≥ 0` stretches the distance from the nucleus by `c`. -/
theorem radius_smul {c : ℝ} (hc : 0 ≤ c) (r : Fin 3 → ℝ) :
    radius (c • r) = c * radius r := by
  have h : (c • r) 0 ^ 2 + (c • r) 1 ^ 2 + (c • r) 2 ^ 2
      = c ^ 2 * (r 0 ^ 2 + r 1 ^ 2 + r 2 ^ 2) := by
    simp only [Pi.smul_apply, smul_eq_mul]
    ring
  unfold radius
  rw [h, Real.sqrt_mul (sq_nonneg c), Real.sqrt_sq hc]

/-- If lengths scale by `c` and frequencies by `k` with `c³k² = 1`, the acceleration in the
field `k B` is `c k²` times the one in the field `B`. -/
theorem accel_smul {c k : ℝ} (hc : 0 < c) (h : c ^ 3 * k ^ 2 = 1) (B : ℝ) (r : Fin 3 → ℝ) :
    accel (k * B) (c • r) = (c * k ^ 2) • accel B r := by
  have hk : k ^ 2 = 1 / c ^ 3 := by
    rw [eq_div_iff (by positivity)]
    linarith
  have hR : 1 / (c * radius r) ^ 3 = k ^ 2 * (1 / radius r ^ 3) := by
    rw [hk]
    ring
  unfold accel
  rw [radius_smul hc.le, hR]
  ext i
  fin_cases i <;> simp <;> ring

end DiamagneticKepler
```

Lean reports:

```
Try this:
  [apply] ring_nf
  
  The `ring` tactic failed to close the goal. Use `ring_nf` to obtain a normal form.
    
  Note that `ring` works primarily in *commutative* rings. If you have a noncommutative ring, abelian group or module, consider using `noncomm_ring`, `abel` or `module` instead.
Try this:
  [apply] ring_nf
  
  The `ring` tactic failed to close the goal. Use `ring_nf` to obtain a normal form.
    
  Note that `ring` works primarily in *commutative* rings. If you have a noncommutative ring, abelian group or module, consider using `noncomm_ring`, `abel` or `module` instead.
Try this:
  [apply] ring_nf
  
  The `ring` tactic failed to close the goal. Use `ring_nf` to obtain a normal form.
    
  Note that `ring` works primarily in *commutative* rings. If you have a noncommutative ring, abelian group or module, consider using `noncomm_ring`, `abel` or `module` instead.
Main.lean:28:55: error: unsolved goals
case «0»
c k : ℝ
hc : 0 < c
h : c ^ 3 * k ^ 2 = 1
B : ℝ
r : Fin 3 → ℝ
hk : k ^ 2 = 1 / c ^ 3
hR : 1 / (c * radius r) ^ 3 = k ^ 2 * (1 / radius r ^ 3)
⊢ -(k ^ 2 * (radius r)⁻¹ ^ 3 * c * r 0) + k ^ 2 * c * r 0 * B ^ 2 * (-1 / 4) =
    k ^ 2 * c * r 0 * B ^ 2 * (-1 / 4) - k ^ 2 * c * Matrix.vecHead ((radius r)⁻¹ ^ 3 • r)

case «1»
c k : ℝ
hc : 0 < c
h : c ^ 3 * k ^ 2 = 1
B : ℝ
r : Fin 3 → ℝ
hk : k ^ 2 = 1 / c ^ 3
hR : 1 / (c * radius r) ^ 3 = k ^ 2 * (1 / radius r ^ 3)
⊢ -(k ^ 2 * (radius r)⁻¹ ^ 3 * c * r 1) + k ^ 2 * c * r 1 * B ^ 2 * (-1 / 4) =
    k ^ 2 * c * r 1 * B ^ 2 * (-1 / 4) - k ^ 2 * c * Matrix.vecHead (Matrix.vecTail ((radius r)⁻¹ ^ 3 • r))

case «2»
c k : ℝ
hc : 0 < c
h : c ^ 3 * k ^ 2 = 1
B : ℝ
r : Fin 3 → ℝ
hk : k ^ 2 = 1 / c ^ 3
hR : 1 / (c * radius r) ^ 3 = k ^ 2 * (1 / radius r ^ 3)
⊢ k ^ 2 * (radius r)⁻¹ ^ 3 * c * r 2 =
    k ^ 2 * c * Matrix.vecHead (Matrix.vecTail (Matrix.vecTail ((radius r)⁻¹ ^ 3 • r)))
```

As a diff, the version that Lean accepts:

```diff
@@ -36,5 +36,14 @@
   rw [radius_smul hc.le, hR]
   ext i
-  fin_cases i <;> simp <;> ring
+  fin_cases i
+  · show -(k ^ 2 * (1 / radius r ^ 3)) * (c * r 0) - (k * B) ^ 2 / 4 * (c * r 0)
+      = c * k ^ 2 * (-(1 / radius r ^ 3) * r 0 - B ^ 2 / 4 * r 0)
+    ring
+  · show -(k ^ 2 * (1 / radius r ^ 3)) * (c * r 1) - (k * B) ^ 2 / 4 * (c * r 1)
+      = c * k ^ 2 * (-(1 / radius r ^ 3) * r 1 - B ^ 2 / 4 * r 1)
+    ring
+  · show -(k ^ 2 * (1 / radius r ^ 3)) * (c * r 2) - (k * B) ^ 2 / 4 * 0
+      = c * k ^ 2 * (-(1 / radius r ^ 3) * r 2 - B ^ 2 / 4 * 0)
+    ring
 
 end DiamagneticKepler
```

Diagnosis. The three `Try this` messages say that `ring` failed on each component and only normalised the goal; the error lists what was left. On the right-hand side, `simp` had left the Coulomb term as an entry of a scaled vector. In the normalised goals it appears as `Matrix.vecHead ((radius r)⁻¹ ^ 3 • r)`, with `Matrix.vecTail` inside for the second and third components. By definition the first of these is `(radius r)⁻¹ ^ 3 * r 0`, but `ring` does not unfold it. It treats the whole expression as an unknown number unrelated to `r 0`, so it cannot match the two sides.

The repair drops `simp` and handles the three components separately. Each `show` restates the goal as an equation between real numbers, with the vector operations already evaluated at that component. Lean accepts the restatement because it agrees with the goal by definition. Only ordinary algebra in `r 0`, `r 1` or `r 2` and the other real quantities remains, and `ring` proves it.
